# With N ≥ 2 equally spaced nodes on the circle |z| = R, one of them at z = R, a unit-weight pole e away from the nodes contributes exactly e/(1 − (e/R)^N) to the trapezoidal contour energy

## The band energy as a contour integral

The band energy of non-interacting electrons is the sum of the occupied one-particle levels. It can be read off the Green's function without finding the levels one by one. If

G(z) = Σ_k a_k/(z − e_k),

where e_k are the levels and a_k their weights (the degeneracies, when G is the trace of the resolvent), then a closed contour taken once counterclockwise around the occupied levels gives

(1/2πI) ∮ z G(z) dz = Σ_(k enclosed) a_k e_k.

Here I is the imaginary unit, written as in Lean because i will be a summation index. The letter e is always a pole energy, not Euler's number or a charge.

A calculation samples G at finitely many points. What energy does the finite sum return, and how much do the levels outside the contour contribute to it?

Take the circle |z| = R with energies measured from its centre. On it dz = I z dθ, so the integral is the average of z² G(z) over the angle θ. The trapezoidal rule replaces this by an average over N equally spaced nodes

z_j = R exp(2πIj/N), j = 0, …, N − 1.

## What one pole contributes

Let R > 0, N ≥ 2 and e^N ≠ R^N. Then

(1/N) Σ_j z_j²/(z_j − e) = e/(1 − (e/R)^N).

This is `energy_filter`. The condition e^N ≠ R^N says that the pole does not sit on a node; it may lie inside the circle, outside it, or on it between two nodes. The pole e may be complex.

In the Lean code, `node R N j` is z_j, and `contourMoment R N p G` is the sum

(1/N) Σ_j z_j^(p+1) G(z_j).

Despite its name, `contourMoment` is this finite sum and not an integral; the extra factor z_j comes from dz. The case p = 1 approximates the energy, and p = 0 approximates the enclosed weight. The function `lehmann a e` is the Green's function above, with finitely many poles and arbitrary complex weights. For p < N and no pole on a node, `lehmann_moment` states that the rule returns

Σ_k a_k e_k^p/(1 − (e_k/R)^N).

Thus, for a non-interacting system with finitely many levels, none of them on the circle, the error of the trapezoidal rule on a circular energy contour is known level by level. The user must still choose a centre and radius for which the enclosed poles are the occupied levels. Because energies are measured from the centre, the band energy on the original scale is approximated by the p = 1 result plus the energy of the centre times the p = 0 result.

## Only one power survives the sum over nodes

Put ω = exp(2πI/N), so that z_j = R ω^j and z_j^N = R^N.

If N does not divide m, then ω^m ≠ 1, and the geometric sum gives

(1 − ω^m) Σ_j (ω^m)^j = 1 − ω^(mN) = 0.

Hence Σ_j z_j^m = 0 for such m, whereas Σ_j z_j^N = N R^N.

Next, factorise

z^N − e^N = (z − e) Σ_i z^i e^(N−1−i), i = 0, …, N − 1.

At a node the left side is R^N − e^N, which is not zero, so

1/(z_j − e) = Σ_i z_j^i e^(N−1−i)/(R^N − e^N).

Multiply by z_j^(p+1) and sum over j. The powers that occur are p + 1 + i, running from p + 1 to p + N. For 0 ≤ p < N the only multiple of N among them is N itself, reached at i = N − 1 − p. The accompanying power of e is e^p, and therefore

(1/N) Σ_j z_j^(p+1)/(z_j − e) = R^N e^p/(R^N − e^N) = e^p/(1 − (e/R)^N).

Setting p = 1, which requires N ≥ 2, gives the energy formula. Summing over poles with weights a_k gives the formula for G.

## Enclosed levels converge and excluded levels fade

Write x = (e/R)^N and q = |e|/R, so |x| = q^N. For an enclosed pole, q < 1, the error is

e/(1 − x) − e = e x/(1 − x).

Since |1 − x| ≥ 1 − q^N, its modulus is at most

|e| q^N/(1 − q^N).

For an excluded pole, q > 1, the exact integral is zero, and everything the sum returns is leakage. Now |1 − x| ≥ q^N − 1, so the leakage is at most

|e|/(q^N − 1).

With ten nodes, a level at half the radius has an error of at most |e|/1023, and a level at twice the radius leaks at most |e|/1023. Levels near the circle converge slowly. For real e between 0 and R the factor 1/(1 − (e/R)^N) exceeds 1, so it should not be read as an occupation number.

## The formula holds for two nodes and fails for one

For N = 2 the nodes are R and −R, and the formula can be seen directly:

½ [R²/(R − e) − R²/(R + e)] = R² e/(R² − e²) = e/(1 − (e/R)²).

For N = 1 the only node is R, and for e ≠ R

R²/(R − e) = e/(1 − e/R) + R.

The rule returns the expected expression plus a spurious R. With R = 1 and e = 0 it gives 1, where the formula would give 0, so N ≥ 2 cannot be relaxed to N ≥ 1. The reason is visible in the derivation: with one node every power of z survives the sum.

## The Lean code

```lean
import Mathlib

open Finset

namespace EnergyContourFilter

noncomputable section

/-- The `j`-th of `N` equally spaced quadrature nodes `R exp(2 π i j / N)` on the circle of
radius `R` about the origin, for `N > 0`. -/
def node (R : ℝ) (N j : ℕ) : ℂ :=
  R * Complex.exp (2 * Real.pi * Complex.I * j / N)

/-- The trapezoidal rule with `N > 0` nodes for the contour integral
`1/(2 π i) ∮ z ^ p G(z) dz` over the circle of radius `R`; `p = 1` is the energy integral. -/
def contourMoment (R : ℝ) (N p : ℕ) (G : ℂ → ℂ) : ℂ :=
  1 / (N : ℂ) * ∑ j ∈ range N, node R N j ^ (p + 1) * G (node R N j)

/-- A Green's function in Lehmann form with weights `a k` and poles `e k`, for `z` away from
the poles. -/
def lehmann {ι : Type*} [Fintype ι] (a e : ι → ℂ) (z : ℂ) : ℂ :=
  ∑ k, a k / (z - e k)

/-- The nodes are the radius times successive powers of one root of unity. -/
theorem node_eq (R : ℝ) (N j : ℕ) :
    node R N j = R * Complex.exp (2 * Real.pi * Complex.I / N) ^ j := by
  have h : 2 * (Real.pi : ℂ) * Complex.I * j / N
      = (j : ℂ) * (2 * Real.pi * Complex.I / N) := by ring
  rw [node, h, Complex.exp_nat_mul]

/-- For `N ≠ 0`, every node solves `z ^ N = R ^ N`. -/
theorem node_pow (R : ℝ) {N : ℕ} (hN : N ≠ 0) (j : ℕ) :
    node R N j ^ N = (R : ℂ) ^ N := by
  rw [node_eq, mul_pow, ← pow_mul, mul_comm j N, pow_mul,
    (Complex.isPrimitiveRoot_exp N hN).pow_eq_one, one_pow, mul_one]

/-- For `N ≠ 0`, the `m`-th powers of the nodes sum to zero when `N` does not divide `m`. -/
theorem sum_node_pow (R : ℝ) {N m : ℕ} (hN : N ≠ 0) (hm : ¬ N ∣ m) :
    ∑ j ∈ range N, node R N j ^ m = 0 := by
  have hw := Complex.isPrimitiveRoot_exp N hN
  have hs : ∑ j ∈ range N, node R N j ^ m = (R : ℂ) ^ m *
      ∑ j ∈ range N, (Complex.exp (2 * Real.pi * Complex.I / N) ^ m) ^ j := by
    rw [mul_sum]
    refine sum_congr rfl fun j _ => ?_
    rw [node_eq, mul_pow, ← pow_mul, ← pow_mul, mul_comm j m]
  have h1 : Complex.exp (2 * Real.pi * Complex.I / N) ^ m ≠ 1 :=
    fun h => hm ((hw.pow_eq_one_iff_dvd m).mp h)
  -- the geometric sum closes after a full turn
  have hg := mul_neg_geom_sum (Complex.exp (2 * Real.pi * Complex.I / N) ^ m) N
  rw [← pow_mul, mul_comm m N, pow_mul, hw.pow_eq_one, one_pow, sub_self] at hg
  rw [hs, (mul_eq_zero.mp hg).resolve_left (sub_ne_zero.mpr (Ne.symm h1)), mul_zero]

/-- At a point with `z ^ N = c`, the resolvent of a pole with `e ^ N ≠ c` is a polynomial in
`z` divided by `c - e ^ N`. -/
theorem resolvent_expansion {N : ℕ} {z e c : ℂ} (hz : z ^ N = c) (he : e ^ N ≠ c) :
    1 / (z - e) = (∑ i ∈ range N, z ^ i * e ^ (N - 1 - i)) / (c - e ^ N) := by
  have hze : z - e ≠ 0 := by
    intro h
    apply he
    rw [← sub_eq_zero.mp h, hz]
  rw [div_eq_div_iff hze (sub_ne_zero.mpr (Ne.symm he)), one_mul, geom_sum₂_mul, hz]

/-- For `R > 0`, `p < N` and `e ^ N ≠ R ^ N`, the trapezoidal rule for the `p`-th moment of a
single pole gives exactly `e ^ p / (1 - (e / R) ^ N)`. -/
theorem pole_moment {R : ℝ} (hR : 0 < R) {N p : ℕ} (hp : p < N) {e : ℂ}
    (he : e ^ N ≠ (R : ℂ) ^ N) :
    contourMoment R N p (fun z => 1 / (z - e)) = e ^ p / (1 - (e / R) ^ N) := by
  have hN : N ≠ 0 := by omega
  have hNc : (N : ℂ) ≠ 0 := Nat.cast_ne_zero.mpr hN
  have hRc : (R : ℂ) ≠ 0 := Complex.ofReal_ne_zero.mpr hR.ne'
  have hD : (R : ℂ) ^ N - e ^ N ≠ 0 := sub_ne_zero.mpr (Ne.symm he)
  have hsum : ∑ j ∈ range N, node R N j ^ (p + 1) * (1 / (node R N j - e))
      = N * (R : ℂ) ^ N * e ^ p / ((R : ℂ) ^ N - e ^ N) := by
    calc _ = ∑ j ∈ range N, ∑ i ∈ range N,
          node R N j ^ (p + 1 + i) * (e ^ (N - 1 - i) / ((R : ℂ) ^ N - e ^ N)) := by
          refine sum_congr rfl fun j _ => ?_
          rw [resolvent_expansion (node_pow R hN j) he, sum_div, mul_sum]
          refine sum_congr rfl fun i _ => ?_
          rw [pow_add _ (p + 1) i]
          ring
      _ = ∑ i ∈ range N, (∑ j ∈ range N, node R N j ^ (p + 1 + i)) *
          (e ^ (N - 1 - i) / ((R : ℂ) ^ N - e ^ N)) := by
          rw [sum_comm]
          simp only [sum_mul]
      _ = (∑ j ∈ range N, node R N j ^ (p + 1 + (N - 1 - p))) *
          (e ^ (N - 1 - (N - 1 - p)) / ((R : ℂ) ^ N - e ^ N)) := by
          -- only the power `z ^ N` survives the sum over nodes
          apply sum_eq_single (N - 1 - p)
          · intro i hi hne
            have hi' := mem_range.mp hi
            have hd : ¬ N ∣ p + 1 + i := by
              rintro ⟨c, hc⟩
              have hc2 : c < 2 := by
                by_contra h
                have := Nat.mul_le_mul_left N (not_lt.mp h)
                omega
              interval_cases c <;> omega
            rw [sum_node_pow R hN hd, zero_mul]
          · intro h
            exact absurd (mem_range.mpr (by omega)) h
      _ = _ := by
          have h1 : p + 1 + (N - 1 - p) = N := by omega
          have h2 : N - 1 - (N - 1 - p) = p := by omega
          rw [h1, h2]
          simp only [node_pow R hN, sum_const, card_range, nsmul_eq_mul]
          ring
  have hden : 1 - (e / (R : ℂ)) ^ N = ((R : ℂ) ^ N - e ^ N) / (R : ℂ) ^ N := by
    rw [div_pow, sub_div, div_self (pow_ne_zero N hRc)]
  simp only [contourMoment]
  rw [hsum, hden, div_div_eq_mul_div]
  field_simp

/-- The energy filter: for `R > 0`, `N ≥ 2` and `e ^ N ≠ R ^ N`, the average of
`z ^ 2 / (z - e)` over the `N` nodes is exactly `e / (1 - (e / R) ^ N)`. -/
theorem energy_filter {R : ℝ} (hR : 0 < R) {N : ℕ} (hN : 2 ≤ N) {e : ℂ}
    (he : e ^ N ≠ (R : ℂ) ^ N) :
    1 / (N : ℂ) * ∑ j ∈ range N, node R N j ^ 2 / (node R N j - e)
      = e / (1 - (e / R) ^ N) := by
  have h := pole_moment hR (show 1 < N by omega) he
  rw [pow_one] at h
  rw [← h, contourMoment]
  congr 1
  refine sum_congr rfl fun j _ => ?_
  show node R N j ^ 2 / (node R N j - e) = node R N j ^ (1 + 1) * (1 / (node R N j - e))
  ring

/-- For `R > 0`, `p < N` and poles with `e k ^ N ≠ R ^ N`, the trapezoidal `p`-th moment of a
Lehmann sum weights each `a k * e k ^ p` by the filter `1 / (1 - (e k / R) ^ N)`. -/
theorem lehmann_moment {ι : Type*} [Fintype ι] {R : ℝ} (hR : 0 < R) {N p : ℕ} (hp : p < N)
    (a e : ι → ℂ) (he : ∀ k, e k ^ N ≠ (R : ℂ) ^ N) :
    contourMoment R N p (lehmann a e)
      = ∑ k, a k * (e k ^ p / (1 - (e k / R) ^ N)) := by
  have hlin : contourMoment R N p (lehmann a e)
      = ∑ k, a k * contourMoment R N p (fun z => 1 / (z - e k)) := by
    simp only [contourMoment, lehmann, mul_sum]
    rw [sum_comm]
    refine sum_congr rfl fun k _ => sum_congr rfl fun j _ => ?_
    ring
  rw [hlin]
  exact sum_congr rfl fun k _ => by rw [pole_moment hR hp (he k)]

/-- For `N ≥ 2` and a pole inside the circle, `‖e‖ < R`, the quadrature energy differs from
`e` by at most `‖e‖ q ^ N / (1 - q ^ N)` with `q = ‖e‖ / R`. -/
theorem inside_error {R : ℝ} (hR : 0 < R) {N : ℕ} (hN : 2 ≤ N) {e : ℂ} (he : ‖e‖ < R) :
    ‖1 / (N : ℂ) * ∑ j ∈ range N, node R N j ^ 2 / (node R N j - e) - e‖
      ≤ ‖e‖ * (‖e‖ / R) ^ N / (1 - (‖e‖ / R) ^ N) := by
  have hRc : (R : ℂ) ≠ 0 := Complex.ofReal_ne_zero.mpr hR.ne'
  have hx : ‖(e / (R : ℂ)) ^ N‖ = (‖e‖ / R) ^ N := by
    rw [norm_pow, norm_div, Complex.norm_real, Real.norm_of_nonneg hR.le]
  have hq : (‖e‖ / R) ^ N < 1 :=
    pow_lt_one₀ (by positivity) ((div_lt_one hR).mpr he) (by omega)
  have hx1 : (e / (R : ℂ)) ^ N ≠ 1 := by
    intro h
    rw [h, norm_one] at hx
    linarith
  have he' : e ^ N ≠ (R : ℂ) ^ N := by
    intro h
    exact hx1 (by rw [div_pow, h, div_self (pow_ne_zero N hRc)])
  have hne : 1 - (e / (R : ℂ)) ^ N ≠ 0 := sub_ne_zero.mpr (Ne.symm hx1)
  have herr : e / (1 - (e / (R : ℂ)) ^ N) - e
      = e * (e / (R : ℂ)) ^ N / (1 - (e / (R : ℂ)) ^ N) := by
    rw [eq_div_iff hne, sub_mul, div_mul_cancel₀ _ hne]
    ring
  -- reverse triangle inequality for the denominator
  have hl := norm_sub_norm_le (1 : ℂ) ((e / (R : ℂ)) ^ N)
  rw [norm_one, hx] at hl
  rw [energy_filter hR hN he', herr, norm_div, norm_mul, hx]
  exact div_le_div_of_nonneg_left (by positivity) (by linarith) hl

/-- For `R > 0`, `N ≥ 2` and a pole outside the circle, `R < ‖e‖`, the quadrature energy has modulus
at most `‖e‖ / (q ^ N - 1)` with `q = ‖e‖ / R`. -/
theorem outside_leakage {R : ℝ} (hR : 0 < R) {N : ℕ} (hN : 2 ≤ N) {e : ℂ} (he : R < ‖e‖) :
    ‖1 / (N : ℂ) * ∑ j ∈ range N, node R N j ^ 2 / (node R N j - e)‖
      ≤ ‖e‖ / ((‖e‖ / R) ^ N - 1) := by
  have hRc : (R : ℂ) ≠ 0 := Complex.ofReal_ne_zero.mpr hR.ne'
  have hx : ‖(e / (R : ℂ)) ^ N‖ = (‖e‖ / R) ^ N := by
    rw [norm_pow, norm_div, Complex.norm_real, Real.norm_of_nonneg hR.le]
  have hq : 1 < (‖e‖ / R) ^ N := one_lt_pow₀ ((one_lt_div hR).mpr he) (by omega)
  have he' : e ^ N ≠ (R : ℂ) ^ N := by
    intro h
    rw [div_pow, h, div_self (pow_ne_zero N hRc), norm_one] at hx
    linarith
  have hl := norm_sub_norm_le ((e / (R : ℂ)) ^ N) (1 : ℂ)
  rw [norm_one, hx, norm_sub_rev] at hl
  rw [energy_filter hR hN he', norm_div]
  exact div_le_div_of_nonneg_left (norm_nonneg e) (by linarith) hl

/-- With a single node, `R > 0` and `e ≠ R`, the trapezoidal energy of a pole is the filter
expression `e / (1 - e / R)` plus an extra term `R`. -/
theorem one_node_energy {R : ℝ} (hR : 0 < R) {e : ℂ} (he : e ≠ (R : ℂ)) :
    contourMoment R 1 1 (fun z => 1 / (z - e)) = e / (1 - e / R) + R := by
  have hRc : (R : ℂ) ≠ 0 := Complex.ofReal_ne_zero.mpr hR.ne'
  have hnode : node R 1 0 = (R : ℂ) := by simp [node]
  have hden : 1 - e / (R : ℂ) = ((R : ℂ) - e) / R := by rw [sub_div, div_self hRc]
  have h := mul_inv_cancel₀ (sub_ne_zero.mpr (Ne.symm he))
  simp only [contourMoment, sum_range_one, hnode]
  rw [hden, div_div_eq_mul_div, Nat.cast_one]
  linear_combination (R : ℂ) * h

end

end EnergyContourFilter
```

```lean
#print axioms EnergyContourFilter.lehmann_moment
#print axioms EnergyContourFilter.inside_error
#print axioms EnergyContourFilter.outside_leakage
#print axioms EnergyContourFilter.one_node_energy
```

```
'EnergyContourFilter.lehmann_moment' depends on axioms: [propext, Classical.choice, Quot.sound]
'EnergyContourFilter.inside_error' depends on axioms: [propext, Classical.choice, Quot.sound]
'EnergyContourFilter.outside_leakage' depends on axioms: [propext, Classical.choice, Quot.sound]
'EnergyContourFilter.one_node_energy' depends on axioms: [propext, Classical.choice, Quot.sound]
```

## From the roots of unity to the error bounds

`node_eq` writes the node as R ω^j. `node_pow` then obtains z_j^N = R^N from Mathlib's fact that ω is a primitive N-th root of unity.

`sum_node_pow` is the vanishing of the power sums. It takes R^m out of the sum, uses primitivity to show ω^m ≠ 1 when N does not divide m, and applies `mul_neg_geom_sum`, the closed geometric sum. One factor of a vanishing product is nonzero, so the other must be zero.

`resolvent_expansion` is the factorisation step. It is stated for any complex z with z^N = c and needs no circle. The proof first shows z ≠ e, then clears the denominators and applies `geom_sum₂_mul`, which is the factorisation of z^N − e^N.

`pole_moment` carries the main calculation in a `calc` chain:

- The first step inserts the expansion at every node and combines the powers of z_j.
- The second exchanges the sums over j and i with `sum_comm`.
- The third uses `sum_eq_single (N - 1 - p)` to keep one value of i. For any other i, a divisibility N ∣ p + 1 + i would mean p + 1 + i = N c with c < 2; the cases c = 0 and c = 1 are both contradictory, so `sum_node_pow` removes the term.
- The last evaluates the surviving term, where each node contributes R^N.

The remaining lines divide by N and rewrite 1 − (e/R)^N as (R^N − e^N)/R^N.

`energy_filter` specialises this to p = 1 and matches z_j²/(z_j − e) with the form used in `contourMoment`. `lehmann_moment` exchanges the sums over nodes and poles, then applies `pole_moment` to each pole.

`inside_error` and `outside_leakage` do not assume e^N ≠ R^N. They derive it from ‖e‖ < R or R < ‖e‖, because (e/R)^N then has modulus different from 1. Both replace the quadrature sum by its closed form and bound the denominator with `norm_sub_norm_le`, the reverse triangle inequality. In the first, `herr` is the identity for the error e x/(1 − x).

`one_node_energy` evaluates the single node as R. After the denominators are rewritten, the identity follows from (R − e)(R − e)⁻¹ = 1 multiplied by R, which is the final `linear_combination`.
